# Modulo a prime p ≤ N, the N-particle antisymmetrizer squares to zero

A program that antisymmetrizes an $N$-particle function in exact arithmetic modulo a prime $p$, and then divides by $N!$ to obtain a projector, breaks down once $N$ reaches $p$, because the number it divides by is zero. No other scalar factor repairs this: when there are enough one-particle labels, the sum over signed permutations is a nonzero operator whose square vanishes.

```lean
import Mathlib

open Equiv

namespace ModularAntisymmetrizer

noncomputable section

variable (R : Type*) [CommRing R] (X : Type*) {N : ℕ}

/-- The sign of a permutation, read as an element of the scalar ring. -/
def sgn (s : Perm (Fin N)) : R := ((Perm.sign s : ℤ) : R)

/-- The operator that permutes the particle labels: `(P_s ψ)(x) = ψ(x ∘ s)`. -/
def permOp (s : Perm (Fin N)) : Module.End R ((Fin N → X) → R) where
  toFun ψ := fun x => ψ (x ∘ s)
  map_add' _ _ := rfl
  map_smul' _ _ := rfl

variable (N) in
/-- The unnormalized antisymmetrizer `A = ∑ sign(s) P_s` on `N`-particle functions. -/
def antisymmetrizer : Module.End R ((Fin N → X) → R) :=
  ∑ s : Perm (Fin N), sgn R s • permOp R X s

lemma sgn_mul (s t : Perm (Fin N)) : sgn R (s * t) = sgn R s * sgn R t := by
  simp [sgn]

lemma sgn_mul_self (s : Perm (Fin N)) : sgn R s * sgn R s = 1 := by
  rcases Int.units_eq_one_or (Perm.sign s) with h | h <;> simp [sgn, h]

/-- Permutation operators compose as the permutations do. -/
theorem permOp_mul (s t : Perm (Fin N)) :
    permOp R X s * permOp R X t = permOp R X (s * t) := rfl

/-- Permuting the particles after antisymmetrizing only produces the sign of the permutation. -/
theorem permOp_mul_antisymmetrizer (s : Perm (Fin N)) :
    permOp R X s * antisymmetrizer R X N = sgn R s • antisymmetrizer R X N := by
  unfold antisymmetrizer
  rw [Finset.mul_sum, Finset.smul_sum]
  -- relabel the summation variable by `t ↦ s * t`
  refine Fintype.sum_equiv (Equiv.mulLeft s) _ _ (fun t => ?_)
  change permOp R X s * (sgn R t • permOp R X t)
    = sgn R s • sgn R (s * t) • permOp R X (s * t)
  rw [mul_smul_comm, permOp_mul, smul_smul, sgn_mul, ← mul_assoc, sgn_mul_self, one_mul]

/-- Over any commutative ring of scalars, the antisymmetrizer satisfies `A² = N! A`. -/
theorem antisymmetrizer_mul_self :
    antisymmetrizer R X N * antisymmetrizer R X N
      = (N.factorial : R) • antisymmetrizer R X N := by
  have h : ∀ s : Perm (Fin N),
      (sgn R s • permOp R X s) * antisymmetrizer R X N = antisymmetrizer R X N := by
    intro s
    rw [smul_mul_assoc, permOp_mul_antisymmetrizer, smul_smul, sgn_mul_self, one_smul]
  calc antisymmetrizer R X N * antisymmetrizer R X N
      = ∑ s : Perm (Fin N), (sgn R s • permOp R X s) * antisymmetrizer R X N := by
        rw [← Finset.sum_mul]; rfl
    _ = ∑ _s : Perm (Fin N), antisymmetrizer R X N :=
        Finset.sum_congr rfl fun s _ => h s
    _ = (N.factorial : R) • antisymmetrizer R X N := by
        rw [Finset.sum_const, Finset.card_univ, Fintype.card_perm, Fintype.card_fin,
          Nat.cast_smul_eq_nsmul]

lemma antisymmetrizer_apply (ψ : (Fin N → X) → R) (x : Fin N → X) :
    antisymmetrizer R X N ψ x = ∑ s : Perm (Fin N), sgn R s * ψ (x ∘ s) := by
  simp [antisymmetrizer, permOp, LinearMap.sum_apply, Finset.sum_apply]

/-- Pauli principle: an antisymmetrized function vanishes on every configuration in which two
particles carry the same label, whatever the characteristic of the scalars. -/
theorem pauli_principle (ψ : (Fin N → X) → R) (x : Fin N → X) {i j : Fin N}
    (hij : i ≠ j) (h : x i = x j) : antisymmetrizer R X N ψ x = 0 := by
  have hx : x ∘ (swap i j) = x := by
    funext k
    simp only [Function.comp_apply, Equiv.swap_apply_def]
    split_ifs with h1 h2
    · rw [h1, h]
    · rw [h2, h]
    · rfl
  rw [antisymmetrizer_apply]
  -- the terms of `s` and `swap i j * s` cancel
  refine Finset.sum_involution (fun s _ => swap i j * s) ?_ ?_
    (fun _ _ => Finset.mem_univ _) (fun s _ => Equiv.swap_mul_self_mul i j s)
  · intro s _
    have h2 : x ∘ (swap i j * s : Perm (Fin N)) = x ∘ s := by
      rw [Perm.coe_mul, ← Function.comp_assoc, hx]
    have h3 : sgn R (swap i j * s) = - sgn R s := by
      rw [sgn_mul]
      simp [sgn, Perm.sign_swap hij]
    change sgn R s * ψ (x ∘ s)
      + sgn R (swap i j * s) * ψ (x ∘ (swap i j * s : Perm (Fin N))) = 0
    rw [h2, h3]
    ring
  · intro s _ _ hs
    have h1 : swap i j = 1 := mul_right_cancel (hs.trans (one_mul s).symm)
    have h2 := Equiv.congr_fun h1 i
    rw [Equiv.swap_apply_left] at h2
    exact hij h2.symm

/-- The antisymmetrizer is nonzero exactly when there are at least as many one-particle labels
as particles. -/
theorem antisymmetrizer_ne_zero_iff [Nontrivial R] [Fintype X] :
    antisymmetrizer R X N ≠ 0 ↔ N ≤ Fintype.card X := by
  classical
  constructor
  · intro h
    by_contra hlt
    refine h (LinearMap.ext fun ψ => funext fun x => ?_)
    obtain ⟨i, j, hij, hx⟩ := Fintype.exists_ne_map_eq_of_card_lt x
      (by rw [Fintype.card_fin]; omega)
    exact pauli_principle R X ψ x hij hx
  · intro hN h0
    obtain ⟨e⟩ : Nonempty (Fin N ↪ X) :=
      Function.Embedding.nonempty_of_card_le (by rw [Fintype.card_fin]; exact hN)
    -- test on the indicator function of a configuration with distinct labels
    have h1 : antisymmetrizer R X N (fun y => if y = ⇑e then 1 else 0) ⇑e = 1 := by
      rw [antisymmetrizer_apply, Finset.sum_eq_single (1 : Perm (Fin N))]
      · simp [sgn]
      · intro s _ hs
        have hne : ⇑e ∘ ⇑s ≠ ⇑e := fun h =>
          hs (Equiv.ext fun i => e.injective (congrFun h i))
        rw [if_neg hne, mul_zero]
      · intro h
        exact absurd (Finset.mem_univ _) h
    rw [h0] at h1
    exact zero_ne_one h1

/-- For a prime `p ≤ N` and at least `N` labels, the antisymmetrizer over `ZMod p` is nonzero and
squares to zero, and no nonzero scalar multiple of it is a projector. -/
theorem antisymmetrizer_nilpotent_mod_prime [Fintype X] (p : ℕ) [hp : Fact p.Prime]
    (hpN : p ≤ N) (hX : N ≤ Fintype.card X) :
    antisymmetrizer (ZMod p) X N ≠ 0 ∧
    antisymmetrizer (ZMod p) X N * antisymmetrizer (ZMod p) X N = 0 ∧
    ∀ c : ZMod p, c • antisymmetrizer (ZMod p) X N ≠ 0 →
      (c • antisymmetrizer (ZMod p) X N) * (c • antisymmetrizer (ZMod p) X N)
        ≠ c • antisymmetrizer (ZMod p) X N := by
  -- `p` divides `N!`, so the factor in `A² = N! A` vanishes
  have hf : (N.factorial : ZMod p) = 0 :=
    (CharP.cast_eq_zero_iff (ZMod p) p _).2 (hp.out.dvd_factorial.2 hpN)
  have hA : antisymmetrizer (ZMod p) X N * antisymmetrizer (ZMod p) X N = 0 := by
    rw [antisymmetrizer_mul_self, hf, zero_smul]
  refine ⟨(antisymmetrizer_ne_zero_iff (ZMod p) X).2 hX, hA, fun c hc h => hc ?_⟩
  rw [← h, smul_mul_assoc, mul_smul_comm, hA, smul_zero, smul_zero]

/-- With at least `N` labels, some scalar multiple of the antisymmetrizer over `ZMod p` is a nonzero
projector exactly when `N < p`. -/
theorem exists_projector_iff [Fintype X] (p : ℕ) [hp : Fact p.Prime]
    (hX : N ≤ Fintype.card X) :
    (∃ c : ZMod p, c • antisymmetrizer (ZMod p) X N ≠ 0 ∧
      (c • antisymmetrizer (ZMod p) X N) * (c • antisymmetrizer (ZMod p) X N)
        = c • antisymmetrizer (ZMod p) X N) ↔ N < p := by
  constructor
  · rintro ⟨c, hc, h⟩
    by_contra hlt
    exact (antisymmetrizer_nilpotent_mod_prime X p (not_lt.1 hlt) hX).2.2 c hc h
  · intro hlt
    have hf : (N.factorial : ZMod p) ≠ 0 := fun h =>
      not_le_of_gt hlt (hp.out.dvd_factorial.1 ((CharP.cast_eq_zero_iff (ZMod p) p _).1 h))
    -- the usual normalization `1 / N!` is available
    refine ⟨(N.factorial : ZMod p)⁻¹, fun h => ?_, ?_⟩
    · apply (antisymmetrizer_ne_zero_iff (ZMod p) X).2 hX
      rw [← one_smul (ZMod p) (antisymmetrizer (ZMod p) X N), ← mul_inv_cancel₀ hf,
        mul_smul, h, smul_zero]
    · rw [smul_mul_assoc, mul_smul_comm, antisymmetrizer_mul_self,
        smul_smul (N.factorial : ZMod p)⁻¹ (N.factorial : ZMod p),
        inv_mul_cancel₀ hf, one_smul]

end

end ModularAntisymmetrizer
```

```lean
#print axioms ModularAntisymmetrizer.antisymmetrizer_nilpotent_mod_prime
#print axioms ModularAntisymmetrizer.exists_projector_iff
```

```
'ModularAntisymmetrizer.antisymmetrizer_nilpotent_mod_prime' depends on axioms: [propext, Classical.choice, Quot.sound]
'ModularAntisymmetrizer.exists_projector_iff' depends on axioms: [propext, Classical.choice, Quot.sound]
```

## Wavefunctions with values in a ring

Let $X$ be a set of one-particle labels, for instance spin orbitals or grid points combined with a spin value. A configuration of $N$ particles is a map $x$ from the particle numbers to $X$, which in Lean is `Fin N → X`, with particles numbered from $0$ to $N-1$. A wavefunction assigns to each configuration a scalar from a commutative ring $R$. In ordinary quantum mechanics $R$ would be the complex numbers; here it is left general at first, and later becomes `ZMod p`, the integers modulo $p$.

For a permutation $s$ of the particles, `permOp` is the linear operator

$$(P_s\psi)(x) = \psi(x\circ s).$$

The sign of $s$, read as an element of $R$, is `sgn R s`; I write it $\epsilon(s)$. The operator under study is

$$A = \sum_s \epsilon(s)\,P_s ,$$

called `antisymmetrizer R X N`. It carries no prefactor. Over the complex numbers the projector onto antisymmetric functions is $A/N!$, and a Slater determinant built from orthonormal orbitals is $A$ applied to their product, times $1/\sqrt{N!}$.

Operators live in `Module.End R ((Fin N → X) → R)`, the ring of linear maps from the wavefunction space to itself, so `*` between them means composition. A projector is understood as an operator equal to its own square. There is no inner product in the file, and hence no statement about self-adjointness or orthogonality.

## What the theorems say about projectors

The theorem `antisymmetrizer_nilpotent_mod_prime` takes a prime $p$ with $p \le N$ and a finite $X$ with at least $N$ elements. It states three things over `ZMod p`:

- $A \neq 0$;
- $A^2 = 0$;
- for every scalar $c$ with $cA \neq 0$, the operator $cA$ is not idempotent.

The condition $cA\neq 0$ in the last item is needed because the zero operator is idempotent.

The theorem `exists_projector_iff` keeps the assumption on the number of labels, drops $p\le N$, and locates the boundary: a scalar $c$ that makes $cA$ a nonzero projector exists exactly when $N < p$.

The assumption $N \le |X|$ is the familiar requirement that $N$ fermions need $N$ distinct one-particle states. With fewer labels $A$ is zero, and there is nothing to normalize.

Both theorems concern scalar multiples of $A$ only. They leave open other ways of projecting onto antisymmetric functions.

## Two particles modulo two

The smallest case has $p = N = 2$ and two labels $a$ and $b$. Since $-1 = 1$ modulo $2$, the operator is $A = 1 + P_\tau$, where $\tau$ exchanges the two particles. It acts as

$$(A\psi)(a,b) = \psi(a,b)+\psi(b,a), \qquad (A\psi)(a,a) = 2\psi(a,a) = 0 .$$

If $\psi$ is $1$ on $(a,b)$ and $0$ elsewhere, then $A\psi$ is $1$ on both $(a,b)$ and $(b,a)$, so $A\neq 0$. A second application adds these two equal values and gives $2 = 0$. In operator form,

$$A^2 = 1 + 2P_\tau + P_\tau^2 = 2 + 2P_\tau = 0 .$$

## The square of the antisymmetrizer is N! times itself

The general case starts from the composition rule. Applying the definition twice gives

$$(P_sP_t\psi)(x) = (P_t\psi)(x\circ s) = \psi(x\circ s\circ t) = (P_{st}\psi)(x),$$

where $st$ means that $t$ acts first. In Lean both sides unfold to the same expression, so `permOp_mul` is proved by `rfl`. The lemmas `sgn_mul` and `sgn_mul_self` supply $\epsilon(st)=\epsilon(s)\epsilon(t)$ and $\epsilon(s)^2=1$, which together imply $\epsilon(t) = \epsilon(s)\,\epsilon(st)$.

Now let $P_s$ act on $A$:

$$P_sA = \sum_t \epsilon(t)P_{st} = \epsilon(s)\sum_t \epsilon(st)P_{st} = \epsilon(s)A .$$

The last step holds because $st$ runs over all permutations once when $t$ does. This is `permOp_mul_antisymmetrizer`, where `Fintype.sum_equiv (Equiv.mulLeft s)` performs the change of summation variable.

Multiplying by $\epsilon(s)$ and summing over $s$ yields

$$A^2 = \sum_s \epsilon(s)P_sA = \sum_s \epsilon(s)^2A = N!\,A .$$

The `calc` block of `antisymmetrizer_mul_self` follows this line: each summand equals $A$, and there are $N!$ of them. No division occurs, so the identity holds over every commutative ring and for every label set, finite or not.

## The Pauli principle without dividing by two

To decide when $A$ is zero, one needs its behaviour on configurations with a repeated label. Suppose $x_i = x_j$ with $i \neq j$. The usual argument exchanges the two particles and finds $(A\psi)(x) = -(A\psi)(x)$, hence $2(A\psi)(x) = 0$. Modulo $2$ this says nothing.

The proof of `pauli_principle` cancels the terms of the sum in pairs instead. Let $\tau$ be the transposition of $i$ and $j$. Since the labels agree, $x\circ\tau = x$, and therefore $x\circ(\tau s) = x\circ s$ for every $s$. The signs are opposite, $\epsilon(\tau s) = -\epsilon(s)$, so

$$\epsilon(s)\,\psi(x\circ s) + \epsilon(\tau s)\,\psi(x\circ \tau s) = 0 .$$

The map $s\mapsto\tau s$ is its own inverse and leaves no permutation fixed, so it splits all permutations into such pairs and the whole sum vanishes. `Finset.sum_involution` asks for exactly these facts. The first bullet of the proof shows the cancellation, and the second shows that a fixed permutation would force $\tau = 1$, contradicting $i\neq j$.

## Enough labels make the antisymmetrizer nonzero

The theorem `antisymmetrizer_ne_zero_iff` says that $A\neq 0$ exactly when $N\le|X|$, for finite $X$ and any commutative ring in which $0\neq 1$.

If $N > |X|$, every configuration repeats a label by the pigeonhole principle, and the Pauli principle makes $A\psi$ vanish everywhere.

If $N\le|X|$, choose a configuration $e$ with all labels distinct, and let $\delta_e$ be the function that is $1$ at $e$ and $0$ elsewhere. Then

$$(A\delta_e)(e) = \sum_s \epsilon(s)\,\delta_e(e\circ s) = 1 ,$$

because $e\circ s = e$ forces $s$ to be the identity when the labels are distinct. `Finset.sum_eq_single` isolates that one surviving term. The value $1$ is nonzero in the ring, whatever happens to $N!$, and so $A$ is nonzero even modulo a prime $p\le N$, where its square vanishes.

## Where N! vanishes and where it can be inverted

A prime $p$ divides $N! = 1\cdot 2\cdots N$ exactly when $p\le N$: if $p\le N$ it is one of the factors, and if $p>N$ it divides none of them. The file takes this from Mathlib as `dvd_factorial`.

For $p\le N$, then, $N! = 0$ in `ZMod p`, and $A^2 = N!\,A = 0$. For any scalar $c$,

$$(cA)^2 = c^2A^2 = 0 .$$

If $cA$ were equal to its square it would be zero, which the condition $cA\neq0$ excludes. The last two lines of `antisymmetrizer_nilpotent_mod_prime` carry out this argument.

For $N<p$, $N!$ is a nonzero element of a field and has an inverse. Taking $c = 1/N!$ gives

$$(cA)^2 = c^2\,N!\,A = cA .$$

This operator is nonzero, since multiplying it by $N!$ returns $A$, which is nonzero by the label count. Together with the previous case this proves `exists_projector_iff`.

## Antisymmetrization in code

In floating-point work on electronic structure the scalars approximate real or complex numbers, $N!$ is invertible, and the failure described here does not arise. It concerns exact arithmetic modulo a prime, which could serve, for instance, to test an antisymmetrization routine on a finite label set without rounding errors.

Consider a routine that follows the definition directly: it loops over permutations, accumulates $\epsilon(s)\,\psi(x\circ s)$, and divides by $N!$ at the end. A natural test applies it twice and compares the results. Modulo $p$ this test needs $p>N$. With a smaller prime the inverse of $N!$ does not exist, and the undivided loop maps every function that is already antisymmetrized to zero. A Slater determinant passed through it a second time disappears, although the code is correct.

A test that works for every modulus compares $A(A\psi)$ with $N!\,A\psi$, which needs no inverse. For $p\le N$ both sides should be zero, and the comparison then does not notice a wrong overall factor in the routine. For every modulus it also accepts a routine that always returns zero. Checking $(A\delta_e)(e) = 1$ on a configuration with distinct labels catches both faults.

Unsigned 64-bit integers with wraparound also form a commutative ring, so $A^2 = N!\,A$ holds there as well. For $N\ge2$ the factor $N!$ is even and has no inverse in that ring, so the division has to be avoided there too.

Codes that store an antisymmetric function only through its values on strictly ordered label lists, recover the values on reordered lists by sign, and take the value to be zero when a label repeats, do not need the factor $1/N!$ for that representation.
